# A complex square matrix commutes with its Penrose inverse exactly when it and its adjoint have the same kernel

## Can one projector serve both sides of a singular linear system?

In a response calculation I have to solve $Ax=b$ with a singular matrix $A$. When $A$ is Hermitian, I project its null vectors out of $b$, and what remains is solvable. Now my $A$ is not Hermitian, and its pseudoinverse $X$ gives me two projectors, $AX$ and $XA$. When do they agree? Does $A$ have to be normal?

## They agree when $A$ and $A^\dagger$ annihilate the same vectors

The choice to make first is what "the pseudoinverse" means. Here it is a matrix $X$ that satisfies the four Penrose equations, whatever algorithm produced it:

$$AXA=A,\quad XAX=X,\quad (AX)^\dagger=AX,\quad (XA)^\dagger=XA.$$

This is the Moore–Penrose pseudoinverse, often written $A^+$; the dagger always means the adjoint. The system is solvable exactly when $AXb=b$, while $XA$ projects onto the orthogonal complement of $\ker A$. For a finite matrix $A$, your Hermitian recipe therefore carries over exactly when $AX=XA$. Normality is sufficient for this but not necessary.

**Existence.** Put $H=A^\dagger A$ (not a Hamiltonian) and diagonalise it, $H=U\,\mathrm{diag}(e_i)\,U^\dagger$ with $U$ unitary. Let $G=U\,\mathrm{diag}(g_i)\,U^\dagger$, where $g_i=1/e_i$ if $e_i\neq0$ and $g_i=0$ otherwise. Then $G^\dagger=G$, $GH=HG$, $HGH=H$ and $GHG=G$.

Take $X=GA^\dagger$. From $A^\dagger A(GH-1)=HGH-H=0$ we may cancel $A^\dagger$, because $A^\dagger AM=0$ gives $(AM)^\dagger(AM)=0$ and so $AM=0$. Hence $AGH=A$, which is $AXA=A$. Next, $XAX=GHGA^\dagger=GA^\dagger=X$. Finally, $AX=AGA^\dagger$ is Hermitian, and so is $XA=GH$, since $(GH)^\dagger=HG=GH$.

**Uniqueness.** Let $P$ and $Q$ both satisfy the equations. Then $AP=(AQA)P=(AQ)(AP)$, and taking adjoints gives $AP=(AP)(AQ)=AQ$. Likewise $PA=P(AQA)=(PA)(QA)$, whose adjoint gives $PA=(QA)(PA)=QA$. So $P=PAP=QAP=QAQ=Q$.

**Two identities.** First, $A^\dagger AX=A^\dagger(AX)^\dagger=(AXA)^\dagger=A^\dagger$. Second, $AX=XA$ holds exactly when $XAA=A$ and $AAX=A$. If $X$ commutes with $A$, both products equal $AXA=A$. Conversely, $AX=(XAA)X=X(AAX)=XA$.

**From commuting to equal kernels.** If $AX=XA$, then

$$A^\dagger=A^\dagger AX=A^\dagger XA,\qquad A=AXA=A(AX)=A(AX)^\dagger=AX^\dagger A^\dagger.$$

The first shows that $Av=0$ implies $A^\dagger v=0$, the second the reverse.

**From equal kernels to commuting.** Since $A(1-XA)=0$, every column of $1-XA$ lies in $\ker A=\ker A^\dagger$. So $A^\dagger=A^\dagger XA$, and the adjoint of this is $A=XAA$. Since $A^\dagger(1-AX)=0$, the same reasoning gives $A(1-AX)=0$, that is, $A=AAX$. The second identity now yields $AX=XA$.

**Examples.** If $A$ is normal, then $Av=0\Leftrightarrow A^\dagger Av=0\Leftrightarrow AA^\dagger v=0\Leftrightarrow A^\dagger v=0$. The shear $S=\begin{pmatrix}1&1\\0&1\end{pmatrix}$ is invertible. Its ordinary inverse satisfies the Penrose equations and commutes with it, so the kernels agree. It is not normal: the upper left entries of $SS^\dagger$ and $S^\dagger S$ are 2 and 1. For a singular example, which is not in the Lean code, append a zero row and a zero column to $S$: the $3\times3$ matrix and its adjoint both annihilate exactly the multiples of $(0,0,1)^T$, and it is still not normal. For $N=\begin{pmatrix}0&1\\0&0\end{pmatrix}$ the criterion fails, since $N(1,0)^T=0$ but $N^\dagger(1,0)^T=(0,1)^T$.

Here is the Lean version.

```lean
import Mathlib

open Matrix
open scoped ComplexOrder

namespace RangeSymmetricMatrices

variable {n : Type*} [Fintype n]

/-- The four Penrose equations: `X` is a Penrose inverse of the square matrix `A`. -/
structure IsPenroseInverse (A X : Matrix n n ℂ) : Prop where
  mul_inv_mul : A * X * A = A
  inv_mul_inv : X * A * X = X
  herm_left : (A * X)ᴴ = A * X
  herm_right : (X * A)ᴴ = X * A

/-- `A` and its adjoint annihilate the same vectors. -/
def SameKernel (A : Matrix n n ℂ) : Prop :=
  ∀ v : n → ℂ, A *ᵥ v = 0 ↔ Aᴴ *ᵥ v = 0

/-- A Hermitian matrix `H` has a Hermitian generalized inverse `G` that commutes with it. -/
theorem hermitian_generalized_inverse [DecidableEq n] {H : Matrix n n ℂ} (hH : H.IsHermitian) :
    ∃ G : Matrix n n ℂ, Gᴴ = G ∧ G * H = H * G ∧ H * G * H = H ∧ G * H * G = G := by
  obtain ⟨U, e, hU, hs⟩ : ∃ (U : Matrix n n ℂ) (e : n → ℝ),
      Uᴴ * U = 1 ∧ H = U * diagonal (fun i => (e i : ℂ)) * Uᴴ :=
    ⟨hH.eigenvectorUnitary, hH.eigenvalues,
      Matrix.mem_unitaryGroup_iff'.mp hH.eigenvectorUnitary.2,
      hH.spectral_theorem.trans (Unitary.conjStarAlgAut_apply _ _)⟩
  subst hs
  -- matrices diagonal in the same eigenbasis multiply eigenvalue by eigenvalue
  have key : ∀ a b : n → ℂ, (U * diagonal a * Uᴴ) * (U * diagonal b * Uᴴ)
      = U * diagonal (fun i => a i * b i) * Uᴴ := by
    intro a b
    calc _ = U * diagonal a * (Uᴴ * U) * diagonal b * Uᴴ := by simp only [mul_assoc]
      _ = _ := by rw [hU, mul_one, mul_assoc U, diagonal_mul_diagonal]
  have c1 : ∀ x : ℂ, x * x⁻¹ * x = x := by
    intro x
    by_cases h : x = 0 <;> simp [h]
  have c2 : ∀ x : ℂ, x⁻¹ * x * x⁻¹ = x⁻¹ := by
    intro x
    by_cases h : x = 0 <;> simp [h]
  have hstar : star (fun i => ((e i : ℂ))⁻¹) = fun i => ((e i : ℂ))⁻¹ := by
    funext i
    simp [Pi.star_apply]
  refine ⟨U * diagonal (fun i => ((e i : ℂ))⁻¹) * Uᴴ, ?_, ?_, ?_, ?_⟩
  · rw [conjTranspose_mul, conjTranspose_mul, conjTranspose_conjTranspose,
      diagonal_conjTranspose, hstar, ← mul_assoc]
  · rw [key, key]
    simp only [mul_comm]
  · rw [key, key]
    simp only [c1]
  · rw [key, key]
    simp only [c2]

/-- Every complex square matrix has exactly one Penrose inverse. -/
theorem existsUnique_penroseInverse [DecidableEq n] (A : Matrix n n ℂ) :
    ∃! X, IsPenroseInverse A X := by
  obtain ⟨G, h1, h2, h3, h4⟩ := hermitian_generalized_inverse (H := Aᴴ * A)
    (by rw [IsHermitian, conjTranspose_mul, conjTranspose_conjTranspose])
  have hZ : IsPenroseInverse A (G * Aᴴ) := by
    refine ⟨?_, ?_, ?_, ?_⟩
    · have z : Aᴴ * A * (G * (Aᴴ * A) - 1) = 0 := by
        rw [mul_sub, mul_one, ← mul_assoc, h3, sub_self]
      -- a factor `Aᴴ` in front of `A` can be cancelled
      have z' := (Matrix.conjTranspose_mul_self_mul_eq_zero A _).1 z
      rw [mul_sub, mul_one, sub_eq_zero] at z'
      simpa only [mul_assoc] using z'
    · calc G * Aᴴ * A * (G * Aᴴ) = G * (Aᴴ * A) * G * Aᴴ := by simp only [mul_assoc]
        _ = G * Aᴴ := by rw [h4]
    · rw [conjTranspose_mul, conjTranspose_mul, conjTranspose_conjTranspose, h1, mul_assoc]
    · rw [mul_assoc, conjTranspose_mul, conjTranspose_mul, conjTranspose_conjTranspose, h1, h2]
  refine ⟨G * Aᴴ, hZ, ?_⟩
  · intro Y hY
    have hX : ∀ P Q : Matrix n n ℂ, IsPenroseInverse A P → IsPenroseInverse A Q →
        A * P = A * Q ∧ P * A = Q * A := by
      intro P Q hP hQ
      constructor
      · calc A * P = (A * Q * A * P)ᴴ := by rw [hQ.mul_inv_mul, hP.herm_left]
          _ = ((A * Q) * (A * P))ᴴ := by simp only [mul_assoc]
          _ = A * P * (A * Q) := by rw [conjTranspose_mul, hP.herm_left, hQ.herm_left]
          _ = A * P * A * Q := by simp only [mul_assoc]
          _ = A * Q := by rw [hP.mul_inv_mul]
      · calc P * A = (P * (A * Q * A))ᴴ := by rw [hQ.mul_inv_mul, hP.herm_right]
          _ = ((P * A) * (Q * A))ᴴ := by simp only [mul_assoc]
          _ = Q * A * (P * A) := by rw [conjTranspose_mul, hP.herm_right, hQ.herm_right]
          _ = Q * (A * P * A) := by simp only [mul_assoc]
          _ = Q * A := by rw [hP.mul_inv_mul]

    obtain ⟨l, r⟩ := hX Y _ hY hZ
    calc Y = Y * A * Y := hY.inv_mul_inv.symm
      _ = G * Aᴴ * (A * Y) := by rw [r, mul_assoc]
      _ = G * Aᴴ * A * (G * Aᴴ) := by rw [l, ← mul_assoc]
      _ = G * Aᴴ := hZ.inv_mul_inv

/-- For a Penrose inverse `X` of `A`, multiplying the adjoint of `A` by `A X` from the right
leaves it unchanged. -/
theorem adjoint_absorbs {A X : Matrix n n ℂ} (h : IsPenroseInverse A X) :
    Aᴴ * (A * X) = Aᴴ := by
  calc Aᴴ * (A * X) = Aᴴ * (A * X)ᴴ := by rw [h.herm_left]
    _ = (A * X * A)ᴴ := (conjTranspose_mul _ _).symm
    _ = Aᴴ := by rw [h.mul_inv_mul]

/-- `A` commutes with its Penrose inverse `X` exactly when `X A A = A` and `A A X = A`. -/
theorem commute_iff_absorbs {A X : Matrix n n ℂ} (h : IsPenroseInverse A X) :
    A * X = X * A ↔ X * A * A = A ∧ A * A * X = A := by
  constructor
  · intro hc
    exact ⟨by rw [← hc, h.mul_inv_mul], by rw [mul_assoc, hc, ← mul_assoc, h.mul_inv_mul]⟩
  · rintro ⟨h1, h2⟩
    calc A * X = X * A * A * X := by rw [h1]
      _ = X * (A * A * X) := by simp only [mul_assoc]
      _ = X * A := by rw [h2]

/-- A complex square matrix commutes with its Penrose inverse if and only if it has the same
kernel as its adjoint. -/
theorem commute_iff_sameKernel [DecidableEq n] {A X : Matrix n n ℂ} (h : IsPenroseInverse A X) :
    A * X = X * A ↔ SameKernel A := by
  have a1 := adjoint_absorbs h
  constructor
  · intro hc v
    -- each of `A`, `Aᴴ` factors through the other
    have e1 : Aᴴ * X * A = Aᴴ := by rw [mul_assoc, ← hc, a1]
    have e2 : A * Xᴴ * Aᴴ = A := by
      rw [mul_assoc, ← conjTranspose_mul, h.herm_left, hc, ← mul_assoc, h.mul_inv_mul]
    constructor
    · intro hv
      rw [← e1, ← mulVec_mulVec, hv, mulVec_zero]
    · intro hv
      rw [← e2, ← mulVec_mulVec, hv, mulVec_zero]
  · intro hk
    -- an inclusion of kernels, applied column by column
    have col : ∀ B C M : Matrix n n ℂ, (∀ v : n → ℂ, B *ᵥ v = 0 → C *ᵥ v = 0) →
        B * M = 0 → C * M = 0 := by
      intro B C M hBC hM
      ext i j
      have hj : B *ᵥ (fun k => M k j) = 0 := by
        funext k
        exact congrFun (congrFun hM k) j
      exact congrFun (hBC _ hj) i
    have e1 := col A Aᴴ (1 - X * A) (fun v => (hk v).1)
      (by rw [mul_sub, mul_one, ← mul_assoc, h.mul_inv_mul, sub_self])
    have e2 := col Aᴴ A (1 - A * X) (fun v => (hk v).2)
      (by rw [mul_sub, mul_one, a1, sub_self])
    rw [mul_sub, mul_one, sub_eq_zero] at e1 e2
    have e3 := congrArg conjTranspose e1
    rw [conjTranspose_mul, h.herm_right, conjTranspose_conjTranspose] at e3
    exact (commute_iff_absorbs h).2 ⟨e3.symm, by rw [mul_assoc]; exact e2.symm⟩


/-- Every normal matrix has the same kernel as its adjoint. -/
theorem sameKernel_of_normal {A : Matrix n n ℂ} (h : A * Aᴴ = Aᴴ * A) : SameKernel A := by
  intro v
  rw [← Matrix.conjTranspose_mul_self_mulVec_eq_zero A v, ← h,
    Matrix.self_mul_conjTranspose_mulVec_eq_zero A v]

/-- The matrix `[[1,1],[0,1]]` is invertible and has the same kernel as its adjoint, but it is
not normal. -/
theorem shear_sameKernel_not_normal :
    IsUnit (!![1, 1; 0, 1] : Matrix (Fin 2) (Fin 2) ℂ) ∧
    SameKernel (!![1, 1; 0, 1] : Matrix (Fin 2) (Fin 2) ℂ) ∧
    (!![1, 1; 0, 1] : Matrix (Fin 2) (Fin 2) ℂ) * !![1, 1; 0, 1]ᴴ
      ≠ !![1, 1; 0, 1]ᴴ * !![1, 1; 0, 1] := by
  have hu : IsUnit (!![1, 1; 0, 1] : Matrix (Fin 2) (Fin 2) ℂ) :=
    (Matrix.isUnit_iff_isUnit_det _).2 (by simp [det_fin_two])
  refine ⟨hu, ?_, ?_⟩
  · -- the ordinary inverse is the Penrose inverse, and it commutes
    obtain ⟨u, hu⟩ := hu
    rw [← hu]
    have hp : IsPenroseInverse (u : Matrix (Fin 2) (Fin 2) ℂ) (u⁻¹ : (Matrix _ _ ℂ)ˣ) := by
      constructor <;> simp only [Units.mul_inv, Units.inv_mul, one_mul, conjTranspose_one]
    exact (commute_iff_sameKernel hp).1 (by rw [Units.mul_inv, Units.inv_mul])
  · intro h
    have h0 := congrFun (congrFun h 0) 0
    norm_num [Matrix.mul_apply, Fin.sum_univ_succ, conjTranspose_apply] at h0

/-- The matrix `[[0,1],[0,0]]` does not have the same kernel as its adjoint. -/
theorem nilpotent_not_sameKernel :
    ¬ SameKernel (!![0, 1; 0, 0] : Matrix (Fin 2) (Fin 2) ℂ) := by
  intro h
  have h1 := (h ![1, 0]).1 (by
    ext i
    fin_cases i <;> simp [Matrix.mulVec, dotProduct, Fin.sum_univ_succ])
  have h2 := congrFun h1 1
  simp [Matrix.mulVec, dotProduct, Fin.sum_univ_succ, conjTranspose_apply] at h2

end RangeSymmetricMatrices
```

```lean
#print axioms RangeSymmetricMatrices.commute_iff_sameKernel
-- 'RangeSymmetricMatrices.commute_iff_sameKernel' depends on axioms: [propext, Classical.choice, Quot.sound]
#print axioms RangeSymmetricMatrices.sameKernel_of_normal
-- 'RangeSymmetricMatrices.sameKernel_of_normal' depends on axioms: [propext, Classical.choice, Quot.sound]
#print axioms RangeSymmetricMatrices.shear_sameKernel_not_normal
-- 'RangeSymmetricMatrices.shear_sameKernel_not_normal' depends on axioms: [propext, Classical.choice, Quot.sound]
#print axioms RangeSymmetricMatrices.nilpotent_not_sameKernel
-- 'RangeSymmetricMatrices.nilpotent_not_sameKernel' depends on axioms: [propext, Classical.choice, Quot.sound]
```

### What the Lean statements say

`Matrix n n ℂ` is a complex square matrix whose rows and columns are labelled by a finite set `n`, for instance the basis functions. `Aᴴ` is the conjugate transpose, which represents the adjoint operator when the basis is orthonormal. `A *ᵥ v` is the matrix acting on a vector.

`IsPenroseInverse A X` collects the four equations, and `existsUnique_penroseInverse` says that each `A` has exactly one such `X`. `SameKernel A` says, vector by vector, that `A` and `Aᴴ` annihilate the same `v`. The main theorem, `commute_iff_sameKernel`, takes any `X` with `IsPenroseInverse A X` and equates `A * X = X * A` with `SameKernel A`. The last three theorems treat normal matrices, the shear and the nilpotent matrix.

The step left to you is the singular-value cutoff. A code that discards small singular values computes the Penrose inverse of a truncated matrix, and it is the kernel of that matrix that has to be compared with the kernel of its adjoint.

### How the Lean proof is built

`hermitian_generalized_inverse` constructs $G$. Its step `key` multiplies matrices in a common eigenbasis, and `c1` and `c2` treat zero and nonzero eigenvalues separately. Lean sets $0^{-1}=0$, so one formula covers both cases of $g_i$.

In `existsUnique_penroseInverse`, the Mathlib lemma `conjTranspose_mul_self_mul_eq_zero` cancels $A^\dagger$, and `hX` is the comparison of projectors. The two identities are `adjoint_absorbs` and `commute_iff_absorbs`.

In the main theorem, the first `e1` and `e2` are the factorisations of $A^\dagger$ and $A$ through each other. For the converse, `col` carries an inclusion of kernels over to matrices column by column, and `e3` takes the adjoint. The shear's kernel property comes from the main theorem applied to its ordinary inverse.

### Without a Hermitian $AX$, and with ranges for kernels

Take $B=\begin{pmatrix}1&0\\0&0\end{pmatrix}$ and $Y=\begin{pmatrix}1&1\\0&0\end{pmatrix}$. Then $BYB=B$, $YBY=Y$ and $YB=B$ is Hermitian, but $BY=Y$ is not. Although $B$ is Hermitian, $BY\neq YB$. The other three Penrose equations are thus not enough for equal kernels to imply commutation.

A neighbouring criterion, argued here in prose and not in Lean, uses ranges. $AX$ and $XA$ are the orthogonal projectors onto the ranges of $A$ and $A^\dagger$, so they coincide exactly when those ranges do. This is why such matrices are called range-symmetric.
